# Averaged over uniformly distributed orientations, $R_{ij}R_{kl}$ gives $\delta_{ik}\delta_{jl}/3$

## An antisymmetric part survives a full turn about z. What removes it?

To get the absorption strength of a molecule in solution, I take the transition dipole $d$ from an electronic-structure calculation and replace its squared component along the light's polarisation by $|d|^2/3$. For two different vectors $d$ and $e$ fixed in the molecule, I use $d\cdot e/3$ in the same way.

I tried to recover this from the zyz Euler angles. Averaging the tensor $X_{jl}=d_je_l$ over a turn about z leaves a term proportional to $X_{xy}-X_{yx}$, which need not be zero when $d$ and $e$ differ. The last integral is another turn about z. Why does this term not survive to the end, and why do all three axes get the same third?

## The polar rotation moves it into the yz plane, where the second turn cancels it

Number the axes x, y, z as 0, 1, 2, and let $R=R_z(a)R_y(b)R_z(c)$. Uniformly distributed orientations have the weight $\sin b/(8\pi^2)$, with $a$ and $c$ running from $0$ to $2\pi$ and $b$ from $0$ to $\pi$. For any real $3\times3$ tensor $X$,

$$RXR^T=R_z(a)\,R_y(b)\,\big[R_z(c)XR_z(c)^T\big]\,R_y(b)^T R_z(a)^T .$$

The outer rotations do not depend on $c$, so by linearity the $c$ integral acts on the bracket alone. The $b$ and $a$ integrals then follow in turn.

**Integral over $c$.** Two typical entries of the bracket are

$$\begin{aligned}(0,0):&\quad X_{00}\cos^2c+X_{11}\sin^2c-(X_{01}+X_{10})\sin c\cos c,\\ (0,1):&\quad X_{01}\cos^2c-X_{10}\sin^2c+(X_{00}-X_{11})\sin c\cos c.\end{aligned}$$

Over a full turn $\cos^2$ and $\sin^2$ each integrate to $\pi$, while $\sin\cos$, $\sin$ and $\cos$ integrate to zero. Entries (1,1) and (1,0) work alike, entries with exactly one index 2 are linear in $\sin c$ and $\cos c$ and vanish, and entry (2,2) is constant. The result is

$$\begin{pmatrix}u&v&0\\-v&u&0\\0&0&w\end{pmatrix},\qquad u=\pi(X_{00}+X_{11}),\quad v=\pi(X_{01}-X_{10}),\quad w=2\pi X_{22}.$$

Here $v$ is your surviving term.

**Integral over $b$.** Rotating this matrix about y gives the diagonal entries $u\cos^2b+w\sin^2b$, $u$ and $u\sin^2b+w\cos^2b$. Entries (0,1) and (1,0) are $\pm v\cos b$, entries (1,2) and (2,1) are $\pm v\sin b$, and entries (0,2) and (2,0) are $(w-u)\sin b\cos b$. On $[0,\pi]$,

$$\int\!\sin b=2,\quad \int\!\sin b\cos^2b=\tfrac23,\quad \int\!\sin^3b=\tfrac43,\quad \int\!\sin^2b=\tfrac\pi2,\quad \int\!\sin b\cos b=\int\!\sin^2b\cos b=0,$$

so the weighted integral is

$$\begin{pmatrix}\frac23u+\frac43w&0&0\\0&2u&\frac\pi2v\\0&-\frac\pi2v&\frac43u+\frac23w\end{pmatrix}.$$

The term in $v$ has moved to entries (1,2) and (2,1).

**Integral over $a$.** A turn about z removes entries with exactly one index 2, and $v$ goes with them. The first two diagonal entries become $\pi(\frac83u+\frac43w)$ and the third becomes $2\pi(\frac43u+\frac23w)$. Both equal $\frac{4\pi}3(2u+w)=\frac{8\pi^2}3\operatorname{tr}X$. Dividing by $8\pi^2$ gives

$$\langle RXR^T\rangle=\tfrac13\operatorname{tr}X\;\mathbf 1 .$$

If $X$ has a single 1 at position $(j,l)$, then $(RXR^T)_{ik}=R_{ij}R_{kl}$ and $\operatorname{tr}X=\delta_{jl}$, which gives $\delta_{ik}\delta_{jl}/3$. If $X_{jl}=d_je_l$, the trace is $d\cdot e$.

**With numbers.** Take $d=(1,2,2)$ and $e=(2,0,1)$, so $d\cdot e=4$. Then $u=2\pi$, $v=-4\pi$ and $w=4\pi$. The polar integral has diagonal $\frac{20\pi}3,\,4\pi,\,\frac{16\pi}3$ and off-diagonal entries $\mp2\pi^2$. After the last turn every diagonal entry is $\frac{32\pi^2}3$, and division by $8\pi^2$ gives $\frac43=d\cdot e/3$.

**In an absorption calculation.** For light polarised along laboratory axis $i$, the one-photon electric-dipole rate contains $(Rd)_i^2$, with $d$ real and fixed in the molecule. Its average is $|d|^2/3$. This turns the single-axis oscillator strength $2\omega(Rd)_i^2$ (atomic units, excitation energy $\omega$) into the usual $\frac23\omega|d|^2$.

Here is the same argument in Lean 4 with Mathlib.

```lean
import Mathlib

open Matrix
open scoped Real

namespace IsotropicAveraging

noncomputable section

local notation "M₃" => Matrix (Fin 3) (Fin 3) ℝ

/-- Rotation by the angle `t` about the z axis. -/
def Rz (t : ℝ) : M₃ :=
  !![Real.cos t, -Real.sin t, 0; Real.sin t, Real.cos t, 0; 0, 0, 1]

/-- Rotation by the angle `t` about the y axis. -/
def Ry (t : ℝ) : M₃ :=
  !![Real.cos t, 0, Real.sin t; 0, 1, 0; -Real.sin t, 0, Real.cos t]

/-- The rotation with zyz Euler angles `a`, `b`, `c`. -/
def euler (a b c : ℝ) : M₃ := Rz a * Ry b * Rz c

/-- The orientational average of a function of the rotation matrix, with weight
`sin b / (8 π²)` on the Euler angles. -/
def eulerAverage (f : M₃ → ℝ) : ℝ :=
  (∫ a in (0 : ℝ)..2 * π, ∫ b in (0 : ℝ)..π, ∫ c in (0 : ℝ)..2 * π,
    f (euler a b c) * Real.sin b) / (8 * π ^ 2)

/-- The tensor `X`, rotated about the z axis and integrated over a full turn. -/
def azimuthalIntegral (X : M₃) : M₃ :=
  Matrix.of fun i k => ∫ c in (0 : ℝ)..2 * π, (Rz c * X * (Rz c)ᵀ) i k

/-- The tensor `X`, rotated about the y axis and integrated over the polar angle with
weight `sin b`. -/
def polarIntegral (X : M₃) : M₃ :=
  Matrix.of fun i k => ∫ b in (0 : ℝ)..π, (Real.sin b • (Ry b * X * (Ry b)ᵀ)) i k

/-- Integral over a full turn of a general quadratic polynomial in cosine and sine. -/
theorem integral_full_turn (p q r s t u : ℝ) :
    ∫ x in (0 : ℝ)..2 * π, (p + q * Real.cos x + r * Real.sin x + s * Real.cos x ^ 2
      + t * Real.sin x ^ 2 + u * (Real.sin x * Real.cos x)) = 2 * π * p + π * s + π * t := by
  have hF : ∀ x : ℝ, HasDerivAt (fun x => p * x + q * Real.sin x - r * Real.cos x
      + s / 2 * (x + Real.sin x * Real.cos x) + t / 2 * (x - Real.sin x * Real.cos x)
      + u / 2 * (Real.sin x * Real.sin x))
      (p + q * Real.cos x + r * Real.sin x + s * Real.cos x ^ 2
      + t * Real.sin x ^ 2 + u * (Real.sin x * Real.cos x)) x := by
    intro x
    have hs := Real.hasDerivAt_sin x
    have hc := Real.hasDerivAt_cos x
    have hi := hasDerivAt_id' x
    refine ((((((hi.const_mul p).fun_add (hs.const_mul q)).fun_sub (hc.const_mul r)).fun_add
      ((hi.fun_add (hs.fun_mul hc)).const_mul (s / 2))).fun_add
      ((hi.fun_sub (hs.fun_mul hc)).const_mul (t / 2))).fun_add
      ((hs.fun_mul hs).const_mul (u / 2))).congr_deriv ?_
    linear_combination (-(s + t) / 2) * Real.sin_sq_add_cos_sq x
  rw [intervalIntegral.integral_eq_sub_of_hasDerivAt (fun x _ => hF x)
    (Continuous.intervalIntegrable (by fun_prop) _ _)]
  simp only [Real.sin_two_pi, Real.cos_two_pi, Real.sin_zero, Real.cos_zero]
  ring

/-- Integral over the polar angle, with weight `sin x`, of a general quadratic polynomial
in cosine and sine. -/
theorem integral_polar (p q r s t u : ℝ) :
    ∫ x in (0 : ℝ)..π, Real.sin x * (p + q * Real.cos x + r * Real.sin x + s * Real.cos x ^ 2
      + t * Real.sin x ^ 2 + u * (Real.sin x * Real.cos x))
      = 2 * p + π / 2 * r + 2 / 3 * s + 4 / 3 * t := by
  have hF : ∀ x : ℝ, HasDerivAt (fun x => (-p - t) * Real.cos x
      + q / 2 * (Real.sin x * Real.sin x) + r / 2 * (x - Real.sin x * Real.cos x)
      + (t - s) / 3 * (Real.cos x * Real.cos x * Real.cos x)
      + u / 3 * (Real.sin x * Real.sin x * Real.sin x))
      (Real.sin x * (p + q * Real.cos x + r * Real.sin x + s * Real.cos x ^ 2
      + t * Real.sin x ^ 2 + u * (Real.sin x * Real.cos x))) x := by
    intro x
    have hs := Real.hasDerivAt_sin x
    have hc := Real.hasDerivAt_cos x
    have hi := hasDerivAt_id' x
    refine (((((hc.const_mul (-p - t)).fun_add ((hs.fun_mul hs).const_mul (q / 2))).fun_add
      ((hi.fun_sub (hs.fun_mul hc)).const_mul (r / 2))).fun_add
      (((hc.fun_mul hc).fun_mul hc).const_mul ((t - s) / 3))).fun_add
      (((hs.fun_mul hs).fun_mul hs).const_mul (u / 3))).congr_deriv ?_
    linear_combination (-(r / 2 + t * Real.sin x)) * Real.sin_sq_add_cos_sq x
  rw [intervalIntegral.integral_eq_sub_of_hasDerivAt (fun x _ => hF x)
    (Continuous.intervalIntegrable (by fun_prop) _ _)]
  simp only [Real.sin_pi, Real.cos_pi, Real.sin_zero, Real.cos_zero]
  ring

/-- Integrating over a full turn about z leaves the axial part of a tensor and its
antisymmetric xy part. -/
theorem azimuthalIntegral_eq (X : M₃) : azimuthalIntegral X =
    !![π * (X 0 0 + X 1 1), π * (X 0 1 - X 1 0), 0;
       π * (X 1 0 - X 0 1), π * (X 0 0 + X 1 1), 0;
       0, 0, 2 * π * X 2 2] := by
  ext i k
  -- sort the rotated tensor by powers of cosine and sine
  have h : ∀ c, (Rz c * X * (Rz c)ᵀ) i k =
      !![0, 0, 0; 0, 0, 0; 0, 0, X 2 2] i k
      + !![0, 0, X 0 2; 0, 0, X 1 2; X 2 0, X 2 1, 0] i k * Real.cos c
      + !![0, 0, -X 1 2; 0, 0, X 0 2; -X 2 1, X 2 0, 0] i k * Real.sin c
      + !![X 0 0, X 0 1, 0; X 1 0, X 1 1, 0; 0, 0, 0] i k * Real.cos c ^ 2
      + !![X 1 1, -X 1 0, 0; -X 0 1, X 0 0, 0; 0, 0, 0] i k * Real.sin c ^ 2
      + !![-(X 0 1 + X 1 0), X 0 0 - X 1 1, 0; X 0 0 - X 1 1, X 0 1 + X 1 0, 0; 0, 0, 0] i k
        * (Real.sin c * Real.cos c) := by
    intro c
    simp only [Matrix.mul_apply, Matrix.transpose_apply, Fin.sum_univ_three]
    fin_cases i <;> fin_cases k <;> simp [Rz] <;> ring
  simp only [azimuthalIntegral, Matrix.of_apply, h]
  rw [integral_full_turn]
  clear h
  fin_cases i <;> fin_cases k <;> simp <;> ring

/-- The integral over the polar angle of a tensor rotated about y, entry by entry. -/
theorem polarIntegral_eq (X : M₃) : polarIntegral X =
    !![2 / 3 * X 0 0 + 4 / 3 * X 2 2, π / 2 * X 2 1, 2 / 3 * X 0 2 - 4 / 3 * X 2 0;
       π / 2 * X 1 2, 2 * X 1 1, -(π / 2 * X 1 0);
       2 / 3 * X 2 0 - 4 / 3 * X 0 2, -(π / 2 * X 0 1), 4 / 3 * X 0 0 + 2 / 3 * X 2 2] := by
  ext i k
  have h : ∀ b, (Ry b * X * (Ry b)ᵀ) i k =
      !![0, 0, 0; 0, X 1 1, 0; 0, 0, 0] i k
      + !![0, X 0 1, 0; X 1 0, 0, X 1 2; 0, X 2 1, 0] i k * Real.cos b
      + !![0, X 2 1, 0; X 1 2, 0, -X 1 0; 0, -X 0 1, 0] i k * Real.sin b
      + !![X 0 0, 0, X 0 2; 0, 0, 0; X 2 0, 0, X 2 2] i k * Real.cos b ^ 2
      + !![X 2 2, 0, -X 2 0; 0, 0, 0; -X 0 2, 0, X 0 0] i k * Real.sin b ^ 2
      + !![X 0 2 + X 2 0, 0, X 2 2 - X 0 0; 0, 0, 0; X 2 2 - X 0 0, 0, -(X 0 2 + X 2 0)] i k
        * (Real.sin b * Real.cos b) := by
    intro b
    simp only [Matrix.mul_apply, Matrix.transpose_apply, Fin.sum_univ_three]
    fin_cases i <;> fin_cases k <;> simp [Ry] <;> ring
  simp only [polarIntegral, Matrix.of_apply, Matrix.smul_apply, smul_eq_mul, h]
  rw [integral_polar]
  clear h
  fin_cases i <;> fin_cases k <;> simp <;> ring

/-- Fixed matrices on either side of a continuous matrix function can be taken out of the
integral. -/
theorem integral_sandwich (A B : M₃) (Y : ℝ → M₃) (hY : Continuous Y) (s t : ℝ)
    (i k : Fin 3) : ∫ x in s..t, (A * Y x * B) i k =
      (A * (Matrix.of fun p q => ∫ x in s..t, Y x p q) * B) i k := by
  have hc : ∀ p q, Continuous fun x => A i p * Y x p q * B q k := fun p q =>
    (continuous_const.mul (hY.matrix_elem p q)).mul continuous_const
  simp only [Matrix.mul_apply, Matrix.of_apply, Finset.sum_mul]
  rw [intervalIntegral.integral_finsetSum fun q _ =>
    (continuous_finsetSum _ fun p _ => hc p q).intervalIntegrable _ _]
  refine Finset.sum_congr rfl fun q _ => ?_
  rw [intervalIntegral.integral_finsetSum fun p _ => (hc p q).intervalIntegrable _ _]
  refine Finset.sum_congr rfl fun p _ => ?_
  rw [intervalIntegral.integral_mul_const, intervalIntegral.integral_const_mul]

/-- The orientational average of the constant 1 is 1. -/
theorem eulerAverage_one : eulerAverage (fun _ => 1) = 1 := by
  have hpi := Real.pi_ne_zero
  simp only [eulerAverage, one_mul, intervalIntegral.integral_const, smul_eq_mul, sub_zero,
    intervalIntegral.integral_const_mul, integral_sin, Real.cos_zero, Real.cos_pi]
  field_simp
  norm_num

/-- The orientational average of a rotated second-rank tensor is one third of its trace
times the unit tensor. -/
theorem eulerAverage_tensor (X : M₃) (i k : Fin 3) :
    eulerAverage (fun R => (R * X * Rᵀ) i k) = if i = k then X.trace / 3 else 0 := by
  have hz : Continuous Rz := continuous_matrix fun i j => by
    fin_cases i <;> fin_cases j <;> simp [Rz] <;> fun_prop
  have hy : Continuous Ry := continuous_matrix fun i j => by
    fin_cases i <;> fin_cases j <;> simp [Ry] <;> fun_prop
  -- the innermost integral, over c
  have hc : ∀ a b, ∫ c in (0 : ℝ)..2 * π,
      (euler a b c * X * (euler a b c)ᵀ) i k * Real.sin b =
      (Rz a * (Real.sin b • (Ry b * azimuthalIntegral X * (Ry b)ᵀ)) * (Rz a)ᵀ) i k := by
    intro a b
    have h : ∀ c, euler a b c * X * (euler a b c)ᵀ =
        (Rz a * Ry b) * (Rz c * X * (Rz c)ᵀ) * (Rz a * Ry b)ᵀ := by
      intro c
      simp only [euler, Matrix.transpose_mul, Matrix.mul_assoc]
    have s : ∫ c in (0 : ℝ)..2 * π,
        ((Rz a * Ry b) * (Rz c * X * (Rz c)ᵀ) * (Rz a * Ry b)ᵀ) i k =
        ((Rz a * Ry b) * azimuthalIntegral X * (Rz a * Ry b)ᵀ) i k :=
      integral_sandwich _ _ (fun c => Rz c * X * (Rz c)ᵀ)
        ((hz.matrix_mul continuous_const).matrix_mul hz.matrix_transpose) _ _ _ _
    rw [intervalIntegral.integral_mul_const]
    simp only [h]
    rw [s, mul_comm]
    simp only [Matrix.transpose_mul, Matrix.mul_smul, Matrix.smul_mul, Matrix.smul_apply,
      smul_eq_mul, Matrix.mul_assoc]
  -- the integral over b
  have hb : ∀ a, ∫ b in (0 : ℝ)..π,
      (Rz a * (Real.sin b • (Ry b * azimuthalIntegral X * (Ry b)ᵀ)) * (Rz a)ᵀ) i k =
      (Rz a * polarIntegral (azimuthalIntegral X) * (Rz a)ᵀ) i k := fun a =>
    integral_sandwich _ _ (fun b => Real.sin b • (Ry b * azimuthalIntegral X * (Ry b)ᵀ))
      (Real.continuous_sin.smul
        ((hy.matrix_mul continuous_const).matrix_mul hy.matrix_transpose)) _ _ _ _
  -- the integral over a is again an azimuthal one
  have ha : ∫ a in (0 : ℝ)..2 * π,
      (Rz a * polarIntegral (azimuthalIntegral X) * (Rz a)ᵀ) i k =
      azimuthalIntegral (polarIntegral (azimuthalIntegral X)) i k := rfl
  simp only [eulerAverage, hc, hb]
  rw [ha, azimuthalIntegral_eq X, polarIntegral_eq, azimuthalIntegral_eq]
  clear ha hb hc
  have hpi := Real.pi_ne_zero
  fin_cases i <;> fin_cases k <;>
    simp [Matrix.trace, Fin.sum_univ_three] <;> field_simp <;> ring

/-- Isotropic averaging of two direction cosines: the average of `R i j * R k l` over all
orientations is `δ_ik δ_jl / 3`. -/
theorem eulerAverage_direction_cosines (i j k l : Fin 3) :
    eulerAverage (fun R => R i j * R k l) = if i = k ∧ j = l then 1 / 3 else 0 := by
  -- the product is an entry of a rotated matrix unit
  have h : (fun R : M₃ => R i j * R k l) =
      fun R => (R * Matrix.single j l (1 : ℝ) * Rᵀ) i k := by
    funext R
    fin_cases j <;> fin_cases l <;>
      simp [Matrix.mul_apply, Matrix.single_apply, Fin.sum_univ_three]
  rw [h, eulerAverage_tensor]
  clear h
  by_cases hik : i = k <;> fin_cases j <;> fin_cases l <;>
    simp [hik, Matrix.trace]

/-- For two vectors `d` and `e` fixed in a molecule, the orientational average of the product
of laboratory components `i` and `k` is `δ_ik (d · e) / 3`. -/
theorem eulerAverage_vectors (d e : Fin 3 → ℝ) (i k : Fin 3) :
    eulerAverage (fun R => (R *ᵥ d) i * (R *ᵥ e) k) = if i = k then (d ⬝ᵥ e) / 3 else 0 := by
  have h : (fun R : M₃ => (R *ᵥ d) i * (R *ᵥ e) k) =
      fun R => (R * (Matrix.of fun p q => d p * e q) * Rᵀ) i k := by
    funext R
    simp only [Matrix.mul_apply, Matrix.mulVec, dotProduct, Matrix.of_apply,
      Matrix.transpose_apply, Fin.sum_univ_three]
    ring
  rw [h, eulerAverage_tensor]
  simp only [Matrix.trace, Matrix.diag_apply, Matrix.of_apply, dotProduct]

end

end IsotropicAveraging
```

```lean
#print axioms IsotropicAveraging.eulerAverage_one
-- 'IsotropicAveraging.eulerAverage_one' depends on axioms: [propext, Classical.choice, Quot.sound]
#print axioms IsotropicAveraging.eulerAverage_direction_cosines
-- 'IsotropicAveraging.eulerAverage_direction_cosines' depends on axioms: [propext, Classical.choice, Quot.sound]
#print axioms IsotropicAveraging.eulerAverage_vectors
-- 'IsotropicAveraging.eulerAverage_vectors' depends on axioms: [propext, Classical.choice, Quot.sound]
```

**What the theorems say.** `eulerAverage_direction_cosines` states that for all `i j k l` the average of `R i j * R k l` is 1/3 if `i = k` and `j = l`, and 0 otherwise. `M₃` is the type of real $3\times3$ matrices. `R` takes molecular components to laboratory components, so `i` and `k` are laboratory indices and `j` and `l` molecular ones. The angles `a`, `b`, `c` are the textbook $\alpha,\beta,\gamma$. `eulerAverage` is the iterated integral with weight $\sin b/(8\pi^2)$, and `eulerAverage_one` shows that this weight is normalised. `eulerAverage_tensor` and `eulerAverage_vectors` are the statements for $X$ and for $d,e$.

The weight is part of the definition. That a real sample follows it is a physical assumption: it suits a liquid or gas with no preferred direction, and fails for molecules aligned by a field or a surface.

**How the proof is built.** `integral_full_turn` and `integral_polar` evaluate the trigonometric integrals from explicit antiderivatives, with $\sin^2+\cos^2=1$ supplied through `linear_combination`. In `azimuthalIntegral_eq` and `polarIntegral_eq`, the statement `h` sorts each entry of the rotated tensor by powers of sine and cosine, and `fin_cases` goes through the nine entries. They treat a general tensor, so the polar matrix there has more terms than the one above.

`integral_sandwich` takes fixed outer matrices out of an integral, with continuity providing integrability. In `eulerAverage_tensor`, the steps `hc`, `hb` and `ha` are the integrals over $c$, $b$ and $a$; the last holds by `rfl`, because what remains is by definition another azimuthal integral. The final two theorems insert the matrix unit `Matrix.single j l 1` and the product $d_pe_q$ for $X$.
